# The secular equation as the solvability condition of first-order degenerate perturbation theory

Suppose two orthonormal states e₁ and e₂ share the unperturbed energy a, and a perturbation V couples them, so that ⟨e₂, Ve₁⟩ ≠ 0. If we start from e₁ and use the nondegenerate formula for the first-order state, the e₂ term has the denominator a − a = 0. No choice of energy shift repairs this: the equation that the formula was meant to solve has no solution. The starting state has to be chosen to suit V, and the secular equation says which states allow a first-order correction.

## The condition and its derivation

Let H₀ be a Hermitian operator on a finite-dimensional complex inner product space, a a real number, L the space of all x with H₀x = ax, and P the orthogonal projector onto L. Inserting the state x + λy + … and the energy a + λc + … into the eigenvalue equation of H₀ + λV and collecting the terms linear in λ gives the first-order equation

(H₀ − a)y = (c − V)x.

The claim is that, for x in L, this has a solution y if and only if x satisfies the secular equation

PVx = cx.

First, P does not change overlaps with states of L. If k is in L, then w − Pw is orthogonal to k, so ⟨k, Pw⟩ = ⟨k, w⟩.

Next, put T = H₀ − a. Since a is real, T is Hermitian, and its kernel is L. A vector u is orthogonal to the range of T exactly when ⟨Ty, u⟩ = ⟨y, Tu⟩ = 0 for every y, that is, when Tu = 0. Hence (range T)^⊥ = L, and in finite dimension range T = L^⊥. So Ty = b is solvable exactly when b is orthogonal to L, which means Pb = 0.

Finally, take b = cx − Vx. Because Px = x,

Pb = cx − PVx,

and this vanishes exactly when the secular equation holds.

If L is one-dimensional and x is normalised, then PVx = ⟨x, Vx⟩x, and the condition reduces to the familiar nondegenerate shift c = ⟨x, Vx⟩.

For a Hamiltonian written in a finite basis set, the practical consequence is that V should be diagonalised within a degenerate level before first-order states are computed.

## Operators, level and first-order equation in Lean

The space `E` is any finite-dimensional complex inner product space, with ℂⁿ as the standard example.

```lean
import Mathlib

open scoped InnerProductSpace

namespace DegeneratePerturbation

noncomputable section

variable {E : Type*} [NormedAddCommGroup E] [InnerProductSpace ℂ E] [FiniteDimensional ℂ E]
```

The level L is the eigenspace of `H0` at the real energy `a`. If `a` is not an eigenvalue, the level contains only the zero vector and the theorems still hold.

```lean
/-- The energy level of `H0` at the real energy `a`: all vectors with `H0 x = a x`. -/
def level (H0 : E →ₗ[ℂ] E) (a : ℝ) : Submodule ℂ E :=
  Module.End.eigenspace H0 (a : ℂ)
```

The projector P is Mathlib's orthogonal projection onto the level, regarded as a map from `E` to `E`.

```lean
/-- The orthogonal projector `P` onto the level of `H0` at energy `a`. -/
def levelProj (H0 : E →ₗ[ℂ] E) (a : ℝ) : E →L[ℂ] E :=
  (level H0 a).starProjection
```

The first-order equation is a definition. The file does not derive it from a power series in λ, nor does it show that the perturbed eigenvalues and eigenvectors have such a series. The shift `c` may be complex here.

```lean
/-- The first-order equation `(H0 - a) y = (c - V) x` for the zeroth-order state `x`,
the first-order energy `c` and the first-order correction `y`. -/
def FirstOrder (H0 V : E →ₗ[ℂ] E) (a : ℝ) (c : ℂ) (x y : E) : Prop :=
  H0 y - (a : ℂ) • y = c • x - V x
```

Membership in the level is the unperturbed eigenvalue equation.

```lean
omit [FiniteDimensional ℂ E] in
/-- A vector lies in the level exactly when it solves the unperturbed eigenvalue equation. -/
theorem mem_level (H0 : E →ₗ[ℂ] E) (a : ℝ) (x : E) :
    x ∈ level H0 a ↔ H0 x = (a : ℂ) • x :=
  Module.End.mem_eigenspace_iff
```

## Overlaps and the range of H₀ − a

The first lemma is ⟨k, Pw⟩ = ⟨k, w⟩. Its proof takes the overlap of k with w − Pw, which is zero, and rearranges.

```lean
/-- Projecting a vector onto the level does not change its overlap with states of the level. -/
theorem inner_levelProj (H0 : E →ₗ[ℂ] E) (a : ℝ) {k : E} (hk : k ∈ level H0 a) (w : E) :
    ⟪k, levelProj H0 a w⟫_ℂ = ⟪k, w⟫_ℂ := by
  have h : w - levelProj H0 a w ∈ (level H0 a)ᗮ :=
    (level H0 a).sub_starProjection_mem_orthogonal w
  have h0 := (Submodule.mem_orthogonal _ _).mp h k hk
  rw [inner_sub_right, sub_eq_zero] at h0
  exact h0.symm
```

The next theorem is the solvability criterion for a general source b. Hermiticity of `H0` is the hypothesis `H0.IsSymmetric`, meaning ⟨H₀u, v⟩ = ⟨u, H₀v⟩ for all u and v. In the proof, `hT` shows that T is Hermitian, `hker` identifies its kernel with the level, and `hrange` gives range T = L^⊥ by taking the orthogonal complement twice. If b is in the range, then ⟨Pb, Pb⟩ = ⟨Pb, b⟩ = 0, so Pb = 0. Conversely, if Pb = 0, then ⟨k, b⟩ = ⟨k, Pb⟩ = 0 for every k in L, so b lies in the range.

```lean
/-- For Hermitian `H0`, the equation `(H0 - a) y = b` is solvable exactly when the source `b`
has no component in the level. -/
theorem solvable_iff_proj_eq_zero {H0 : E →ₗ[ℂ] E} (hH : H0.IsSymmetric) (a : ℝ) (b : E) :
    (∃ y, H0 y - (a : ℂ) • y = b) ↔ levelProj H0 a b = 0 := by
  let T : E →ₗ[ℂ] E := H0 - (a : ℂ) • LinearMap.id
  have hTa : ∀ u, T u = H0 u - (a : ℂ) • u := fun u => rfl
  have hT : T.IsSymmetric := by
    intro u v
    rw [hTa, hTa, inner_sub_left, inner_sub_right, inner_smul_left, inner_smul_right,
      hH u v, Complex.conj_ofReal]
  have hker : LinearMap.ker T = level H0 a := by
    ext u
    rw [mem_level, LinearMap.mem_ker, hTa, sub_eq_zero]
  -- the range of a Hermitian operator is the orthogonal complement of its kernel
  have hrange : LinearMap.range T = (level H0 a)ᗮ := by
    rw [← hker, ← hT.orthogonal_range, Submodule.orthogonal_orthogonal]
  constructor
  · rintro ⟨y, hy⟩
    have hb : b ∈ (level H0 a)ᗮ := by
      rw [← hrange]
      exact ⟨y, hy⟩
    have hP : levelProj H0 a b ∈ level H0 a := (level H0 a).starProjection_apply_mem b
    have h0 : ⟪levelProj H0 a b, levelProj H0 a b⟫_ℂ = 0 := by
      rw [inner_levelProj H0 a hP]
      exact (Submodule.mem_orthogonal _ _).mp hb _ hP
    exact inner_self_eq_zero.mp h0
  · intro h
    have hb : b ∈ LinearMap.range T := by
      rw [hrange, Submodule.mem_orthogonal]
      intro k hk
      rw [← inner_levelProj H0 a hk, h, inner_zero_right]
    obtain ⟨y, hy⟩ := hb
    exact ⟨y, hy⟩
```

The space could also have been an infinite-dimensional Hilbert space with H₀ bounded and self-adjoint. The condition Pb = 0 would then place b only in the closure of the range of H₀ − a. The secular equation would remain necessary, but its sufficiency would need a further assumption, for instance that a is an isolated point of the spectrum.

## The secular equation

The main theorem applies the criterion to b = cx − Vx. The rewriting step uses linearity of P and `hPx`, which is Px = x. `V` is an arbitrary linear map, since its Hermiticity plays no part in the equivalence.

```lean
/-- For Hermitian `H0` and a state `x` of the level, the first-order equation has a solution `y` if
and only if the secular equation `P V x = c x` holds. -/
theorem firstOrder_solvable_iff_secular {H0 : E →ₗ[ℂ] E} (hH : H0.IsSymmetric)
    (V : E →ₗ[ℂ] E) (a : ℝ) (c : ℂ) {x : E} (hx : x ∈ level H0 a) :
    (∃ y, FirstOrder H0 V a c x y) ↔ levelProj H0 a (V x) = c • x := by
  have hPx : levelProj H0 a x = x := Submodule.starProjection_eq_self_iff.mpr hx
  unfold FirstOrder
  rw [solvable_iff_proj_eq_zero hH, map_sub, map_smul, hPx, sub_eq_zero]
  exact eq_comm
```

## The correction orthogonal to the level

Any vector of L can be added to a solution y without spoiling the equation, so y is not unique unless L contains only the zero vector. Requiring y to be orthogonal to L removes this freedom. This selects one solution, which need not be the complete first-order state of the perturbation series: that state can also have a component in L orthogonal to x, which the first-order equation leaves open. For existence, the proof replaces y by y − Py, which still solves the equation because H₀Py = aPy. For uniqueness, the difference of two solutions orthogonal to L lies both in L and in L^⊥, and is therefore zero.

```lean
/-- For Hermitian `H0` and a state `x` of the level that satisfies the secular equation, exactly one
solution of the first-order equation is orthogonal to the whole level. -/
theorem existsUnique_orthogonal_correction {H0 : E →ₗ[ℂ] E} (hH : H0.IsSymmetric)
    (V : E →ₗ[ℂ] E) (a : ℝ) (c : ℂ) {x : E} (hx : x ∈ level H0 a)
    (hsec : levelProj H0 a (V x) = c • x) :
    ∃! y, y ∈ (level H0 a)ᗮ ∧ FirstOrder H0 V a c x y := by
  obtain ⟨y, hy⟩ := (firstOrder_solvable_iff_secular hH V a c hx).mpr hsec
  unfold FirstOrder at hy ⊢
  have hP : H0 (levelProj H0 a y) = (a : ℂ) • levelProj H0 a y :=
    (mem_level H0 a _).mp ((level H0 a).starProjection_apply_mem y)
  -- remove the component of the solution inside the level
  refine ⟨y - levelProj H0 a y,
    ⟨(level H0 a).sub_starProjection_mem_orthogonal y, ?_⟩, ?_⟩
  · rw [map_sub, hP, ← hy]
    module
  · rintro z ⟨hz, hz1⟩
    have hd : z - (y - levelProj H0 a y) ∈ level H0 a := by
      rw [mem_level, map_sub, map_sub, hP]
      linear_combination (norm := module) hz1 - hy
    have ho : z - (y - levelProj H0 a y) ∈ (level H0 a)ᗮ :=
      Submodule.sub_mem _ hz ((level H0 a).sub_starProjection_mem_orthogonal y)
    exact sub_eq_zero.mp (inner_self_eq_zero.mp ((Submodule.mem_orthogonal _ _).mp ho _ hd))
```

## States that V couples within the level

This theorem covers the failure described at the start. Let x and z be orthogonal states of the level with ⟨z, Vx⟩ ≠ 0. If some c and y solved the first-order equation, the secular equation would give

⟨z, Vx⟩ = ⟨z, PVx⟩ = c⟨z, x⟩ = 0,

a contradiction.

```lean
/-- For Hermitian `H0`, if `V` couples a state `x` of the level to an orthogonal state `z` of the
same level, then no first-order energy and no first-order correction solve the first-order equation
for `x`. -/
theorem no_correction_of_coupling {H0 : E →ₗ[ℂ] E} (hH : H0.IsSymmetric)
    (V : E →ₗ[ℂ] E) (a : ℝ) {x z : E} (hx : x ∈ level H0 a) (hz : z ∈ level H0 a)
    (hzx : ⟪z, x⟫_ℂ = 0) (hV : ⟪z, V x⟫_ℂ ≠ 0) :
    ¬ ∃ c y, FirstOrder H0 V a c x y := by
  rintro ⟨c, hy⟩
  have hsec := (firstOrder_solvable_iff_secular hH V a c hx).mp hy
  apply hV
  rw [← inner_levelProj H0 a hz, hsec, inner_smul_right, hzx, mul_zero]
```

## A basis adapted to V

Now let V be Hermitian as well. Define W on L by Wu = PVu. For u and v in L,

⟨Wu, v⟩ = ⟨Vu, v⟩ = ⟨u, Vv⟩ = ⟨u, Wv⟩,

so W is Hermitian. The spectral theorem supplies an orthonormal basis bᵢ of L and real numbers cᵢ with Wbᵢ = cᵢbᵢ. This is the secular equation for each bᵢ, so each has a first-order correction with the real shift cᵢ.

In the code, `hW` is the calculation above, `eigenvectorBasis` and `eigenvalues` supply the basis and the shifts, and the main theorem turns each eigenvalue equation into solvability. Where several cᵢ coincide, the first-order equation does not single out a basis among the corresponding states.

```lean
/-- For Hermitian `H0` and `V`, the level has an orthonormal basis of states for each of which
the first-order equation is solvable with a real first-order energy. -/
theorem exists_adapted_basis {H0 V : E →ₗ[ℂ] E} (hH : H0.IsSymmetric)
    (hV : V.IsSymmetric) (a : ℝ) :
    ∃ (b : OrthonormalBasis (Fin (Module.finrank ℂ (level H0 a))) ℂ (level H0 a))
      (c : Fin (Module.finrank ℂ (level H0 a)) → ℝ),
      ∀ i, ∃ y, FirstOrder H0 V a (c i : ℂ) (b i : E) y := by
  -- the compression `P V P`, as an operator on the level
  let W : level H0 a →ₗ[ℂ] level H0 a :=
    LinearMap.codRestrict (level H0 a)
      ((levelProj H0 a).toLinearMap ∘ₗ V ∘ₗ (level H0 a).subtype)
      (fun u => (level H0 a).starProjection_apply_mem (V u))
  have hWa : ∀ u, ((W u : level H0 a) : E) = levelProj H0 a (V u) := fun u => rfl
  have hW : W.IsSymmetric := by
    intro u v
    rw [Submodule.coe_inner, Submodule.coe_inner, hWa, hWa, inner_levelProj H0 a u.2,
      ← inner_conj_symm, inner_levelProj H0 a v.2, inner_conj_symm]
    exact hV u v
  refine ⟨hW.eigenvectorBasis rfl, hW.eigenvalues rfl, fun i => ?_⟩
  rw [firstOrder_solvable_iff_secular hH V a _ (hW.eigenvectorBasis rfl i).2, ← hWa]
  exact congrArg Subtype.val (hW.apply_eigenvectorBasis rfl i)

end

end DegeneratePerturbation
```

```lean
#print axioms DegeneratePerturbation.firstOrder_solvable_iff_secular
#print axioms DegeneratePerturbation.existsUnique_orthogonal_correction
#print axioms DegeneratePerturbation.no_correction_of_coupling
#print axioms DegeneratePerturbation.exists_adapted_basis
```

```
'DegeneratePerturbation.firstOrder_solvable_iff_secular' depends on axioms: [propext, Classical.choice, Quot.sound]
'DegeneratePerturbation.existsUnique_orthogonal_correction' depends on axioms: [propext, Classical.choice, Quot.sound]
'DegeneratePerturbation.no_correction_of_coupling' depends on axioms: [propext, Classical.choice, Quot.sound]
'DegeneratePerturbation.exists_adapted_basis' depends on axioms: [propext, Classical.choice, Quot.sound]
```
